# A polynomial cutoff envelope that vanishes with its first two derivatives at the cutoff

A cutoff function multiplies an interaction so that it ends at a distance $r_c$. The one treated here is written in the reduced distance $d = r/r_c$. A formal statement must decide what kind of number the exponent $p$ is and where $d$ lives. Here $p$ is a natural number and $d$ is any real number, so the envelope is a polynomial on the whole line, with ordinary two-sided derivatives at $d = 0$ and $d = 1$. The truncation beyond the cutoff is a separate operation. One could instead take $p$ real. Then $d^p$ would be restricted to $d \ge 0$, and smoothness at the origin would depend on $p$, since for $1 < p < 2$ the second derivative of $d^p$ diverges there.

## The objects

In Lean 4 with Mathlib:

```lean
import Mathlib

open Set Filter Topology

namespace PolynomialEnvelope

noncomputable section
```

This loads Mathlib and opens short names for intervals and neighbourhoods.

```lean
/-- The polynomial cutoff envelope of order `p` in the reduced distance `d = r / r_c`. -/
def envelope (p : ℕ) (d : ℝ) : ℝ :=
  1 - ((p : ℝ) + 1) * (p + 2) / 2 * d ^ p + (p : ℝ) * (p + 2) * d ^ (p + 1)
    - (p : ℝ) * (p + 1) / 2 * d ^ (p + 2)
```

`envelope p d` is
$$u(d) = 1 - \tfrac{(p+1)(p+2)}{2}\,d^p + p(p+2)\,d^{p+1} - \tfrac{p(p+1)}{2}\,d^{p+2},$$
and `(p : ℝ)` is the integer $p$ read as a real coefficient. The case $p = 1$ gives $u = 1 - 3d + 3d^2 - d^3 = (1-d)^3$.

```lean
/-- The factored slope `-p(p+1)(p+2) d^(p-1) (1-d)² / 2`. -/
def envSlope (p : ℕ) (d : ℝ) : ℝ :=
  -((p : ℝ) * (p + 1) * (p + 2) / 2 * d ^ (p - 1) * (1 - d) ^ 2)
```

With $K = p(p+1)(p+2)$, `envSlope p d` is $s(d) = -\tfrac{K}{2}\,d^{p-1}(1-d)^2$. So far it is only a candidate for $u'$.

```lean
/-- A radial function kept up to the cutoff `d = 1` and set to zero beyond it. -/
def cutAtOne (f : ℝ → ℝ) (d : ℝ) : ℝ := if d ≤ 1 then f d else 0
```

For a function $f$, write $\bar f$ for `cutAtOne f`, which equals $f(d)$ for $d \le 1$ and $0$ for $d > 1$.

```lean
/-- The trial family `1 + a d^p + b d^(p+1) + c d^(p+2)`. -/
def trialEnvelope (p : ℕ) (a b c d : ℝ) : ℝ :=
  1 + a * d ^ p + b * d ^ (p + 1) + c * d ^ (p + 2)
```

This is the family $t(d) = 1 + a\,d^p + b\,d^{p+1} + c\,d^{p+2}$ with free real coefficients $a$, $b$, $c$.

## Slope, decrease and values at the cutoff

```lean
/-- For `p ≥ 1` the derivative of the envelope is the factored slope. -/
theorem hasDerivAt_envelope {p : ℕ} (hp : 1 ≤ p) (d : ℝ) :
    HasDerivAt (envelope p) (envSlope p d) d := by
  have h := ((((hasDerivAt_pow p d).const_mul (((p : ℝ) + 1) * (p + 2) / 2)).const_sub 1).fun_add
    ((hasDerivAt_pow (p + 1) d).const_mul ((p : ℝ) * (p + 2)))).fun_sub
    ((hasDerivAt_pow (p + 2) d).const_mul ((p : ℝ) * (p + 1) / 2))
  refine HasDerivAt.congr_deriv h ?_
  obtain ⟨q, rfl⟩ : ∃ q, p = q + 1 := ⟨p - 1, by omega⟩
  have e1 : q + 1 - 1 = q := by omega
  have e2 : q + 1 + 1 - 1 = q + 1 := by omega
  have e3 : q + 1 + 2 - 1 = q + 2 := by omega
  unfold envSlope
  rw [e1, e2, e3]
  push_cast
  ring
```

`HasDerivAt f y d` says that $f$ is differentiable at $d$ with derivative $y$, and `hp` names the hypothesis $p \ge 1$. The theorem reads $u'(d) = s(d)$ for every real $d$. By hand, each term produces the same factor $K$:
$$u'(d) = -\tfrac{K}{2}d^{p-1} + K d^{p} - \tfrac{K}{2}d^{p+1} = -\tfrac{K}{2}\,d^{p-1}\,(1 - 2d + d^2).$$
In the proof, `h` is the term-by-term derivative assembled from the power rule `hasDerivAt_pow`. Writing $p = q + 1$ turns the exponents into $q$, $q+1$, $q+2$, and `ring` confirms the factorisation.

```lean
/-- For `p ≥ 1` the envelope decreases strictly on `[0, 1]`. -/
theorem envelope_strictAntiOn {p : ℕ} (hp : 1 ≤ p) : StrictAntiOn (envelope p) (Icc 0 1) := by
  refine strictAntiOn_of_deriv_neg (convex_Icc 0 1)
    (fun x _ => (hasDerivAt_envelope hp x).continuousAt.continuousWithinAt) ?_
  intro x hx
  rw [interior_Icc] at hx
  have hx0 : 0 < x := hx.1
  have hp0 : (0 : ℝ) < p := by exact_mod_cast hp
  have h2 : 0 < (1 - x) ^ 2 := pow_pos (sub_pos.mpr hx.2) 2
  -- every factor of the slope is positive inside the interval
  have h3 : 0 < (p : ℝ) * (p + 1) * (p + 2) / 2 * x ^ (p - 1) * (1 - x) ^ 2 :=
    mul_pos (by positivity) h2
  rw [(hasDerivAt_envelope hp x).deriv]
  unfold envSlope
  linarith
```

`Icc 0 1` is the closed interval $[0,1]$, and `StrictAntiOn` means that $x < y$ in it implies $u(y) < u(x)$. For $0 < d < 1$ the factors $K/2$, $d^{p-1}$ and $(1-d)^2$ are positive, which is `h3`, so $u'(d) < 0$. The lemma `strictAntiOn_of_deriv_neg` is the mean-value argument: continuity on the closed interval and a negative derivative in its interior suffice, so a zero slope at an endpoint does no harm.

```lean
/-- At the cutoff the second derivative of the envelope vanishes and the third derivative
equals `-p(p+1)(p+2)`. -/
theorem higher_derivs_at_cutoff {p : ℕ} (hp : 1 ≤ p) :
    deriv (deriv (envelope p)) 1 = 0 ∧
      HasDerivAt (deriv (deriv (envelope p))) (-((p : ℝ) * (p + 1) * (p + 2))) 1 := by
  have hd : deriv (envelope p) = envSlope p := funext fun d => (hasDerivAt_envelope hp d).deriv
  have hs : ∀ d : ℝ, HasDerivAt (fun x : ℝ => (1 - x) ^ 2) (-(2 * (1 - d))) d := by
    intro d
    refine (((hasDerivAt_id' d).const_sub 1).fun_pow 2).congr_deriv ?_
    ring1
  -- product rule on the factored slope
  have h2 : deriv (envSlope p) = fun d : ℝ => -((p : ℝ) * (p + 1) * (p + 2) / 2 *
      (((p - 1 : ℕ) : ℝ) * d ^ (p - 1 - 1) * (1 - d) ^ 2 - 2 * d ^ (p - 1) * (1 - d))) := by
    funext d
    have h := (((hasDerivAt_pow (p - 1) d).const_mul
      ((p : ℝ) * (p + 1) * (p + 2) / 2)).fun_mul (hs d)).fun_neg
    refine HasDerivAt.deriv (HasDerivAt.congr_deriv h ?_)
    ring
  rw [hd, h2]
  refine ⟨by simp, ?_⟩
  have h := (((((hasDerivAt_pow (p - 1 - 1) (1 : ℝ)).const_mul ((p - 1 : ℕ) : ℝ)).fun_mul
    (hs 1)).fun_sub (((hasDerivAt_pow (p - 1) (1 : ℝ)).const_mul 2).fun_mul
    ((hasDerivAt_id' (1 : ℝ)).const_sub 1))).const_mul ((p : ℝ) * (p + 1) * (p + 2) / 2)).fun_neg
  refine HasDerivAt.congr_deriv h ?_
  simp only [one_pow]
  ring
```

`deriv f` is the derivative function $f'$. The statement is $u''(1) = 0$ and $u'''(1) = -K$. The product rule on $s$ gives `h2`,
$$u''(d) = -\tfrac{K}{2}\left[(p-1)\,d^{p-2}(1-d)^2 - 2\,d^{p-1}(1-d)\right],$$
and both terms vanish at $d = 1$. On differentiating again, the first term still carries a factor $1-d$, while $-2d^{p-1}(1-d)$ has derivative $+2$ at $d = 1$, so $u'''(1) = -K$. Subtraction of natural numbers stops at zero, so for $p = 1$ the exponent `p - 1 - 1` is $0$, and the prefactor $p - 1 = 0$ removes that term. For $(1-d)^3$ the result is $-6$, as expected.

```lean
/-- For `p ≥ 1` the envelope has derivative `-p(p+1)(p+2) d^(p-1) (1-d)² / 2`, decreases strictly
on `[0, 1]` starting from `1`, and vanishes at `d = 1` with its first two derivatives. -/
theorem envelope_main {p : ℕ} (hp : 1 ≤ p) :
    (∀ d : ℝ, HasDerivAt (envelope p)
      (-((p : ℝ) * (p + 1) * (p + 2) * d ^ (p - 1) * (1 - d) ^ 2 / 2)) d) ∧
    StrictAntiOn (envelope p) (Icc 0 1) ∧ envelope p 0 = 1 ∧ envelope p 1 = 0 ∧
    deriv (envelope p) 1 = 0 ∧ deriv (deriv (envelope p)) 1 = 0 := by
  refine ⟨fun d => (hasDerivAt_envelope hp d).congr_deriv (by unfold envSlope; ring),
    envelope_strictAntiOn hp, ?_, ?_, ?_, (higher_derivs_at_cutoff hp).1⟩
  · have h0 : p ≠ 0 := by omega
    simp [envelope, h0]
  · simp only [envelope, one_pow]
    ring
  · rw [(hasDerivAt_envelope hp 1).deriv]
    simp [envSlope]
```

The main theorem collects, for $p \ge 1$, the formula for $u'$, strict decrease on $[0,1]$, $u(0) = 1$, and $u(1) = u'(1) = u''(1) = 0$. The value $u(0) = 1$ uses $0^p = 0$, which needs $p \ne 0$. At the cutoff,
$$u(1) = 1 - \tfrac{p^2+3p+2}{2} + p^2 + 2p - \tfrac{p^2+p}{2} = 0,$$
and $u'(1) = 0$ is read off the factor $(1-d)^2$.

Without `hp` the statement fails at $p = 0$, where $u(d) = 1 - 1 = 0$ identically: then $u(0) = 0$ and $u$ does not decrease.

## Setting the envelope to zero beyond the cutoff

```lean
/-- If a differentiable function and its derivative vanish at the cutoff, the truncated function
is differentiable everywhere and its derivative is the truncated derivative. -/
theorem hasDerivAt_cutAtOne {f f' : ℝ → ℝ} (hf : ∀ x, HasDerivAt f (f' x) x)
    (h0 : f 1 = 0) (h1 : f' 1 = 0) (x : ℝ) : HasDerivAt (cutAtOne f) (cutAtOne f' x) x := by
  rcases lt_trichotomy x 1 with hx | rfl | hx
  · have he : cutAtOne f =ᶠ[𝓝 x] f := by
      filter_upwards [Iio_mem_nhds hx] with y hy
      exact if_pos (le_of_lt hy)
    have hv : cutAtOne f' x = f' x := if_pos hx.le
    rw [hv]
    exact (hf x).congr_of_eventuallyEq he
  · -- both one-sided derivatives at the cutoff are zero
    have hv : cutAtOne f' 1 = 0 := by simp [cutAtOne, h1]
    have L : HasDerivWithinAt (cutAtOne f) 0 (Iic 1) 1 :=
      ((hf 1).congr_deriv h1).hasDerivWithinAt.congr (fun y hy => if_pos hy) (if_pos le_rfl)
    have R : HasDerivWithinAt (cutAtOne f) 0 (Ici 1) 1 := by
      refine (hasDerivAt_const (1 : ℝ) (0 : ℝ)).hasDerivWithinAt.congr (fun y hy => ?_)
        (by simp [cutAtOne, h0])
      unfold cutAtOne
      split_ifs with h
      · rw [le_antisymm h hy, h0]
      · rfl
    have U := L.union R
    rw [Iic_union_Ici, hasDerivWithinAt_univ] at U
    rw [hv]
    exact U
  · have he : cutAtOne f =ᶠ[𝓝 x] fun _ => (0 : ℝ) := by
      filter_upwards [Ioi_mem_nhds hx] with y hy
      exact if_neg (not_le_of_gt hy)
    have hv : cutAtOne f' x = 0 := if_neg (not_le_of_gt hx)
    rw [hv]
    exact (hasDerivAt_const x (0 : ℝ)).congr_of_eventuallyEq he
```

Here `f'` is a function assumed to be the derivative of `f` everywhere. If $f(1) = 0$ and $f'(1) = 0$, then $\bar f$ is differentiable everywhere with derivative $\overline{f'}$. The proof splits into three cases. For $x < 1$, $\bar f$ agrees with $f$ near $x$, which is written `=ᶠ[𝓝 x]`, and for $x > 1$ it agrees with $0$. At $x = 1$, `L` says that the derivative within $(-\infty, 1]$ is $f'(1) = 0$. `R` says the same within $[1, \infty)$, where $\bar f$ vanishes identically because $f(1) = 0$. The two half-lines cover $\mathbb{R}$, so `L.union R` is a two-sided derivative. If `h1` is removed, $f(d) = 1 - d$ gives slopes $-1$ and $0$ on the two sides and a kink at the cutoff.

```lean
/-- The envelope set to zero beyond the cutoff is twice continuously differentiable on the whole
line, and its second derivative is not differentiable at the cutoff. -/
theorem cut_envelope_smoothness {p : ℕ} (hp : 1 ≤ p) :
    ContDiff ℝ 2 (cutAtOne (envelope p)) ∧
      ¬ DifferentiableAt ℝ (deriv (deriv (cutAtOne (envelope p)))) 1 := by
  have hd : deriv (envelope p) = envSlope p := funext fun d => (hasDerivAt_envelope hp d).deriv
  obtain ⟨z2, z3⟩ := higher_derivs_at_cutoff hp
  rw [hd] at z2 z3
  have z1 : envSlope p 1 = 0 := by simp [envSlope]
  have hc : ContDiff ℝ 1 (envSlope p) := by
    unfold envSlope
    fun_prop
  obtain ⟨hdiff, hcont⟩ := contDiff_one_iff_deriv.mp hc
  -- the gluing lemma applied to `u` and then to `u'`
  have A := hasDerivAt_cutAtOne (hasDerivAt_envelope hp) (envelope_main hp).2.2.2.1 z1
  have B := hasDerivAt_cutAtOne (fun x => (hdiff x).hasDerivAt) z1 z2
  have dA : deriv (cutAtOne (envelope p)) = cutAtOne (envSlope p) := funext fun x => (A x).deriv
  have dB : deriv (cutAtOne (envSlope p)) = cutAtOne (deriv (envSlope p)) :=
    funext fun x => (B x).deriv
  constructor
  · rw [show (2 : WithTop ℕ∞) = 1 + 1 from one_add_one_eq_two.symm, contDiff_succ_iff_deriv,
      dA, contDiff_one_iff_deriv, dB]
    refine ⟨fun x => (A x).differentiableAt, by simp, fun x => (B x).differentiableAt, ?_⟩
    unfold cutAtOne
    refine Continuous.if_le hcont continuous_const continuous_id' continuous_const fun x hx => ?_
    have hx1 : x = 1 := hx
    rw [hx1]
    exact z2
  · rw [dA, dB]
    intro h
    -- the truncated `u''` has left slope `-p(p+1)(p+2)` and right slope zero at the cutoff
    have L : HasDerivWithinAt (cutAtOne (deriv (envSlope p)))
        (-((p : ℝ) * (p + 1) * (p + 2))) (Iic 1) 1 :=
      z3.hasDerivWithinAt.congr (fun y hy => if_pos hy) (if_pos le_rfl)
    have R : HasDerivWithinAt (cutAtOne (deriv (envSlope p))) 0 (Ici 1) 1 := by
      refine (hasDerivAt_const (1 : ℝ) (0 : ℝ)).hasDerivWithinAt.congr (fun y hy => ?_)
        (by simp [cutAtOne, z2])
      unfold cutAtOne
      split_ifs with h
      · rw [le_antisymm h hy, z2]
      · rfl
    have eL := UniqueDiffWithinAt.eq_deriv _ (uniqueDiffOn_Iic (1 : ℝ) 1 (mem_Iic.mpr le_rfl))
      L h.hasDerivAt.hasDerivWithinAt
    have eR := UniqueDiffWithinAt.eq_deriv _ (uniqueDiffOn_Ici (1 : ℝ) 1 (mem_Ici.mpr le_rfl))
      R h.hasDerivAt.hasDerivWithinAt
    have hp0 : (0 : ℝ) < p := by exact_mod_cast hp
    have hK : 0 < (p : ℝ) * (p + 1) * (p + 2) := by positivity
    linarith
```

`ContDiff ℝ 2` means twice continuously differentiable on the whole line. The theorem says that, for $p \ge 1$, $\bar u$ is $C^2$ and $\bar u''$ is not differentiable at $d = 1$. The second claim fails at $p = 0$, where $u$ is identically zero. The previous lemma applied to $u$ gives $\bar u' = \bar s$ (`A`), and applied to $s$ gives $\bar u'' = \overline{u''}$ (`B`). This last function is continuous because $u''(1) = 0$ matches the zero branch, which is the step `Continuous.if_le`. For the second claim, a two-sided derivative of $\bar u''$ at $1$ would equal both the left slope $-K$ (`eL`) and the right slope $0$ (`eR`), contradicting $K > 0$.

In a simulation code this appears as computing $d = r/r_c$, evaluating the polynomial and masking it to zero for $d > 1$. For a single pair term $E(r) = \varphi(r)\,\bar u(r/r_c)$ with a smooth radial function $\varphi$, the radial force is
$$-E'(r) = -\varphi'(r)\,\bar u(d) - \varphi(r)\,\bar u'(d)/r_c,$$
so energy, force and force constant go continuously to zero as a neighbour leaves the cutoff sphere, while a third-order derivative can jump. The theorems concern the scalar function of $d$ alone, with no energy, no atomic positions and no statement about the map from positions to $r$. The force formula, the counter-examples and the remark on real exponents are arguments on paper and appear in no theorem here.

## The coefficients are forced

```lean
/-- A member of the trial family vanishes at `d = 1` with its first two derivatives exactly when
its coefficients are `-(p+1)(p+2)/2`, `p(p+2)` and `-p(p+1)/2`. -/
theorem trialEnvelope_iff (p : ℕ) (a b c : ℝ) :
    (trialEnvelope p a b c 1 = 0 ∧ deriv (trialEnvelope p a b c) 1 = 0 ∧
      deriv (deriv (trialEnvelope p a b c)) 1 = 0) ↔
    (a = -(((p : ℝ) + 1) * (p + 2) / 2) ∧ b = (p : ℝ) * (p + 2) ∧
      c = -((p : ℝ) * (p + 1) / 2)) := by
  have d1 : deriv (trialEnvelope p a b c) = fun d : ℝ =>
      a * p * d ^ (p - 1) + b * (p + 1) * d ^ p + c * (p + 2) * d ^ (p + 1) := by
    funext d
    have h := ((((hasDerivAt_pow p d).const_mul a).const_add 1).fun_add
      ((hasDerivAt_pow (p + 1) d).const_mul b)).fun_add ((hasDerivAt_pow (p + 2) d).const_mul c)
    refine HasDerivAt.deriv (HasDerivAt.congr_deriv h ?_)
    rw [show p + 1 - 1 = p by omega, show p + 2 - 1 = p + 1 by omega]
    push_cast
    ring
  have hk : (p : ℝ) * ((p - 1 : ℕ) : ℝ) = p * (p - 1) := by
    cases p <;> simp
  have d2 : deriv (deriv (trialEnvelope p a b c)) 1 =
      a * (p * (p - 1)) + b * (p + 1) * p + c * (p + 2) * (p + 1) := by
    rw [d1]
    have h := (((hasDerivAt_pow (p - 1) (1 : ℝ)).const_mul (a * p)).fun_add
      ((hasDerivAt_pow p (1 : ℝ)).const_mul (b * (p + 1)))).fun_add
      ((hasDerivAt_pow (p + 1) (1 : ℝ)).const_mul (c * (p + 2)))
    refine HasDerivAt.deriv (HasDerivAt.congr_deriv h ?_)
    simp only [one_pow, Nat.cast_add, Nat.cast_one]
    linear_combination a * hk
  rw [d2, d1]
  simp only [trialEnvelope, one_pow]
  constructor
  · -- solve the three linear conditions for `c`, then `b`, then `a`
    rintro ⟨e1, e2, e3⟩
    have hc : c = -((p : ℝ) * (p + 1) / 2) := by
      linear_combination (1 / 2 : ℝ) * (e3 - (p : ℝ) * (p - 1) * e1 - 2 * (p : ℝ) * e2
        + 2 * (p : ℝ) ^ 2 * e1)
    have hb : b = (p : ℝ) * (p + 2) := by
      linear_combination e2 - (p : ℝ) * e1 - 2 * hc
    exact ⟨by linear_combination e1 - hb - hc, hb, hc⟩
  · rintro ⟨rfl, rfl, rfl⟩
    refine ⟨by ring, by ring, by ring⟩

end

end PolynomialEnvelope
```

For every natural $p$, the conditions $t(1) = t'(1) = t''(1) = 0$ hold exactly when $a$, $b$, $c$ are the coefficients of $u$. From the derivatives `d1` and `d2` the conditions `e1`, `e2`, `e3` are
$$1 + a + b + c = 0,\qquad pa + (p+1)b + (p+2)c = 0,$$
$$p(p-1)a + (p+1)p\,b + (p+2)(p+1)c = 0.$$
Subtracting $p$ times the first from the second gives $b + 2c = p$. Subtracting $p(p-1)$ times the first from the third gives $2pb + (4p+2)c = p(p-1)$. Removing $2p(b + 2c) = 2p^2$ leaves $2c = -p(p+1)$. Then $b = p - 2c = p(p+2)$ and $a = -1 - b - c = -\tfrac{(p+1)(p+2)}{2}$. The `linear_combination` lines for `hc`, `hb` and $a$ state these multipliers, and the reverse direction is substitution. No bound on $p$ is needed, and $p = 0$ gives $a = -1$, $b = c = 0$, the zero function met above. Uniqueness is claimed only within this three-parameter family.

```lean
#print axioms PolynomialEnvelope.envelope_main
#print axioms PolynomialEnvelope.cut_envelope_smoothness
#print axioms PolynomialEnvelope.trialEnvelope_iff
```

```
'PolynomialEnvelope.envelope_main' depends on axioms: [propext, Classical.choice, Quot.sound]
'PolynomialEnvelope.cut_envelope_smoothness' depends on axioms: [propext, Classical.choice, Quot.sound]
'PolynomialEnvelope.trialEnvelope_iff' depends on axioms: [propext, Classical.choice, Quot.sound]
```
